# The Ritz-Galerkin condition for a minimiser of the Rayleigh quotient

## Question

Let $E$ be a real or complex inner product space, $T$ a symmetric linear operator on $E$, and $U$ a subspace of trial states. For $x \ne 0$ put $R(x) = \operatorname{Re}\langle x, Tx\rangle / \|x\|^2$, with the inner product antilinear in its first slot, and call $r = Tu - R(u)u$ the residual of $u$. The claim is that if $u \in U$ is nonzero and $R(u) \le R(x)$ for all nonzero $x \in U$, then $\langle v, r\rangle = 0$ for every $v \in U$. How is this stated and proved in Lean 4 with Mathlib, and what does it say about enlarging $U$?

## Answer

The main theorem concerns only a minimiser over $U$. No minimax characterisation of higher Ritz values and no bounds on the eigenvalues of $T$ are proved.

### Modelling choices

`RCLike 𝕜` covers $\mathbb R$ and $\mathbb C$ together, and Mathlib's `⟪x, y⟫_𝕜` follows the Dirac convention above. Neither finite dimension nor completeness is assumed. The operator `T : E →ₗ[𝕜] E` is defined on all of $E$, so an unbounded Hamiltonian fits only if $E$ is taken to be a domain that it maps into itself. `T.IsSymmetric` means $\langle Tx, y\rangle = \langle x, Ty\rangle$.

The definitions `rayleigh`, `ritzResidual` and `shift` are $R$, $r$ and $T - \mu$ for real $\mu$. The structure `IsRitzMinimiser T U u` collects $u \in U$, $u \ne 0$ and minimality. The existence of a minimiser is assumed, not derived. Lean's division gives $R(0) = 0$, which is why `minimal` compares only nonzero vectors. In the comments of the file, the expectation value of $S$ in $x$ means the unnormalised $\operatorname{Re}\langle x, Sx\rangle$, without division by $\|x\|^2$.

### Derivation by hand

1. For symmetric $S$ and real $t$, $\langle u, Sv\rangle = \langle Su, v\rangle = \overline{\langle v, Su\rangle}$, so the cross terms have equal real parts:
$$\operatorname{Re}\langle u + tv, S(u + tv)\rangle = \operatorname{Re}\langle u, Su\rangle + 2t\operatorname{Re}\langle v, Su\rangle + t^2 \operatorname{Re}\langle v, Sv\rangle .$$
2. Suppose $2tb + t^2 c \ge 0$ for all real $t$ and $b \ne 0$. Take $s = 1/(|c| + 1)$, so $s > 0$ and $sc < 1$. At $t = -bs$ the expression equals $-s b^2 (2 - sc) < 0$, a contradiction. Hence $b = 0$.
3. Let $\operatorname{Re}\langle x, Sx\rangle \ge 0$ on $U$, with value zero at $u \in U$. For $v \in U$ the state $u + tv$ lies in $U$, so steps 1 and 2 give $\operatorname{Re} z = 0$ for $z = \langle v, Su\rangle$. The same holds for $zv \in U$, and $\langle zv, Su\rangle = \bar z z$, so $(\operatorname{Re} z)^2 + (\operatorname{Im} z)^2 = 0$ and $z = 0$.
4. Take $S = T - R(u)$, symmetric because $R(u)$ is real. Then $\operatorname{Re}\langle x, Sx\rangle = \operatorname{Re}\langle x, Tx\rangle - R(u)\|x\|^2$. This equals $(R(x) - R(u))\|x\|^2 \ge 0$ for nonzero $x \in U$, and it vanishes at $x = 0$ and at $x = u$. Since $Su = r$, step 3 is the claim.

### The file

```lean
import Mathlib

open RCLike
open scoped InnerProductSpace

namespace RitzGalerkin

noncomputable section

variable {𝕜 E : Type*} [RCLike 𝕜] [NormedAddCommGroup E] [InnerProductSpace 𝕜 E]

/-- The Rayleigh quotient `R(x) = Re ⟨x, T x⟩ / ‖x‖²`. -/
def rayleigh (T : E →ₗ[𝕜] E) (x : E) : ℝ := re ⟪x, T x⟫_𝕜 / ‖x‖ ^ 2

/-- The residual vector `T u - R(u) u` of a trial state `u`. -/
def ritzResidual (T : E →ₗ[𝕜] E) (u : E) : E := T u - ((rayleigh T u : ℝ) : 𝕜) • u

/-- The operator `T - μ`, shifted by a real energy `μ`. -/
def shift (T : E →ₗ[𝕜] E) (μ : ℝ) : E →ₗ[𝕜] E := T - (μ : 𝕜) • LinearMap.id

/-- `u` is a nonzero vector of the trial space `U` whose Rayleigh quotient is minimal
among the nonzero vectors of `U`. -/
structure IsRitzMinimiser (T : E →ₗ[𝕜] E) (U : Submodule 𝕜 E) (u : E) : Prop where
  mem : u ∈ U
  ne_zero : u ≠ 0
  minimal : ∀ x ∈ U, x ≠ 0 → rayleigh T u ≤ rayleigh T x

/-- For a symmetric operator the expectation value in the varied state `u + t v`, `t` real,
is a quadratic in `t` with linear coefficient `2 Re ⟨v, S u⟩`. -/
theorem energy_expansion {S : E →ₗ[𝕜] E} (hS : S.IsSymmetric) (u v : E) (t : ℝ) :
    re ⟪u + (t : 𝕜) • v, S (u + (t : 𝕜) • v)⟫_𝕜
      = re ⟪u, S u⟫_𝕜 + 2 * t * re ⟪v, S u⟫_𝕜 + t ^ 2 * re ⟪v, S v⟫_𝕜 := by
  -- symmetry makes the two cross terms equal
  have h : re ⟪u, S v⟫_𝕜 = re ⟪v, S u⟫_𝕜 := by
    rw [← hS u v]
    exact inner_re_symm _ _
  simp only [map_add, map_smul, inner_add_left, inner_add_right, inner_smul_left,
    inner_smul_right, RCLike.conj_ofReal, RCLike.re_ofReal_mul, h]
  ring

/-- If `2 t b + t² c` is nonnegative for every real `t`, the first-order coefficient `b`
vanishes. -/
theorem linear_coeff_eq_zero {b c : ℝ} (h : ∀ t : ℝ, 0 ≤ 2 * t * b + t ^ 2 * c) : b = 0 := by
  by_contra hb
  have hb' : b ≠ 0 := hb
  obtain ⟨s, hs, hsc⟩ : ∃ s : ℝ, 0 < s ∧ s * c < 1 := by
    have hd : 0 < |c| + 1 := by positivity
    refine ⟨1 / (|c| + 1), by positivity, ?_⟩
    rw [div_mul_eq_mul_div, one_mul, div_lt_one hd]
    linarith [le_abs_self c]
  -- a short step against the sign of `b` makes the expression negative
  have h1 := h (-(b * s))
  have hb2 : 0 < b ^ 2 := by positivity
  have h3 := mul_pos (mul_pos hs hb2) (show 0 < 2 - s * c by linarith)
  nlinarith [h1, h3]

/-- Shifting a symmetric operator by a real energy gives a symmetric operator. -/
theorem shift_isSymmetric {T : E →ₗ[𝕜] E} (hT : T.IsSymmetric) (μ : ℝ) :
    (shift T μ).IsSymmetric := by
  intro x y
  simp only [shift, LinearMap.sub_apply, LinearMap.smul_apply, LinearMap.id_apply,
    inner_sub_left, inner_sub_right, inner_smul_left, inner_smul_right,
    RCLike.conj_ofReal, hT x y]

/-- The expectation value of `T - μ` in `x` is `Re ⟨x, T x⟩ - μ ‖x‖²`. -/
theorem shift_energy (T : E →ₗ[𝕜] E) (μ : ℝ) (x : E) :
    re ⟪x, shift T μ x⟫_𝕜 = re ⟪x, T x⟫_𝕜 - μ * ‖x‖ ^ 2 := by
  have e : shift T μ x = T x - (μ : 𝕜) • x := rfl
  rw [e, inner_sub_right, inner_smul_right, map_sub, RCLike.re_ofReal_mul,
    inner_self_eq_norm_sq]

/-- If the expectation value of a symmetric operator `S` is nonnegative on `U` and vanishes
at `u ∈ U`, then `S u` is orthogonal to every vector of `U`. -/
theorem orthogonal_of_nonneg_of_zero {S : E →ₗ[𝕜] E} (hS : S.IsSymmetric)
    {U : Submodule 𝕜 E} (hpos : ∀ x ∈ U, 0 ≤ re ⟪x, S x⟫_𝕜) {u : E} (hu : u ∈ U)
    (hzero : re ⟪u, S u⟫_𝕜 = 0) : ∀ v ∈ U, ⟪v, S u⟫_𝕜 = 0 := by
  -- real variations `u + t v` remove the real part
  have hre : ∀ v ∈ U, re ⟪v, S u⟫_𝕜 = 0 := by
    intro v hv
    apply linear_coeff_eq_zero (c := re ⟪v, S v⟫_𝕜)
    intro t
    have h := hpos (u + (t : 𝕜) • v) (U.add_mem hu (U.smul_mem _ hv))
    rw [energy_expansion hS, hzero] at h
    linarith
  -- rescaling `v` by the overlap itself removes the imaginary part
  intro v hv
  have hre0 := hre v hv
  have h := hre (⟪v, S u⟫_𝕜 • v) (U.smul_mem _ hv)
  rw [inner_smul_left, RCLike.mul_re, RCLike.conj_re, RCLike.conj_im, hre0] at h
  have him : im ⟪v, S u⟫_𝕜 * im ⟪v, S u⟫_𝕜 = 0 := by linarith
  exact RCLike.ext (by rw [map_zero]; exact hre0)
    (by rw [map_zero]; exact mul_self_eq_zero.mp him)

/-- Ritz-Galerkin condition: if `u` minimises the Rayleigh quotient of a symmetric operator
over the nonzero vectors of `U`, the residual `T u - R(u) u` is orthogonal to all of `U`. -/
theorem ritz_galerkin {T : E →ₗ[𝕜] E} (hT : T.IsSymmetric) {U : Submodule 𝕜 E} {u : E}
    (hu : IsRitzMinimiser T U u) : ∀ v ∈ U, ⟪v, ritzResidual T u⟫_𝕜 = 0 := by
  -- minimality says that `T - R(u)` has nonnegative expectation values on `U`
  have hpos : ∀ x ∈ U, 0 ≤ re ⟪x, shift T (rayleigh T u) x⟫_𝕜 := by
    intro x hx
    rw [shift_energy]
    by_cases hx0 : x = 0
    · simp [hx0]
    · have hn : 0 < ‖x‖ ^ 2 := pow_pos (norm_pos_iff.mpr hx0) 2
      have h : rayleigh T u * ‖x‖ ^ 2 ≤ re ⟪x, T x⟫_𝕜 :=
        (le_div_iff₀ hn).mp (hu.minimal x hx hx0)
      linarith
  -- and the expectation value vanishes at `u`
  have hzero : re ⟪u, shift T (rayleigh T u) u⟫_𝕜 = 0 := by
    rw [shift_energy]
    have hn : ‖u‖ ^ 2 ≠ 0 := pow_ne_zero 2 (norm_ne_zero_iff.mpr hu.ne_zero)
    have h : re ⟪u, T u⟫_𝕜 = rayleigh T u * ‖u‖ ^ 2 := (div_eq_iff hn).mp rfl
    linarith
  intro v hv
  exact orthogonal_of_nonneg_of_zero (shift_isSymmetric hT _) hpos hu.mem hzero v hv

/-- If `u ∈ U` is nonzero and `T u - μ u` is orthogonal to `U` for a real `μ`, then `μ` is the
Rayleigh quotient of `u`. -/
theorem rayleigh_eq_of_galerkin {T : E →ₗ[𝕜] E} {U : Submodule 𝕜 E} {u : E} {μ : ℝ}
    (hu : u ∈ U) (hu0 : u ≠ 0) (hG : ∀ v ∈ U, ⟪v, T u - (μ : 𝕜) • u⟫_𝕜 = 0) :
    rayleigh T u = μ := by
  have e : shift T μ u = T u - (μ : 𝕜) • u := rfl
  have h := shift_energy T μ u
  rw [e, hG u hu, map_zero] at h
  have hn : ‖u‖ ^ 2 ≠ 0 := pow_ne_zero 2 (norm_ne_zero_iff.mpr hu0)
  unfold rayleigh
  rw [div_eq_iff hn]
  linarith

/-- If the trial space is invariant under the symmetric operator `T`, a minimiser `u` of the
Rayleigh quotient satisfies `T u = R(u) u`. -/
theorem eigenvector_of_invariant {T : E →ₗ[𝕜] E} (hT : T.IsSymmetric) {U : Submodule 𝕜 E}
    (hinv : ∀ x ∈ U, T x ∈ U) {u : E} (hu : IsRitzMinimiser T U u) :
    T u = ((rayleigh T u : ℝ) : 𝕜) • u := by
  -- the residual lies in `U`, so it is orthogonal to itself
  have hr : ritzResidual T u ∈ U := U.sub_mem (hinv u hu.mem) (U.smul_mem _ hu.mem)
  have h0 : ritzResidual T u = 0 := inner_self_eq_zero.mp (ritz_galerkin hT hu _ hr)
  exact sub_eq_zero.mp h0

/-- If `w` is not orthogonal to the residual of a minimiser over `U`, the space spanned by `U`
and `w` contains a nonzero vector whose Rayleigh quotient is below that of every nonzero
vector of `U`. -/
theorem exists_lower_of_not_orthogonal {T : E →ₗ[𝕜] E} (hT : T.IsSymmetric)
    {U : Submodule 𝕜 E} {u w : E} (hu : IsRitzMinimiser T U u)
    (hw : ⟪w, ritzResidual T u⟫_𝕜 ≠ 0) :
    ∃ x ∈ U ⊔ Submodule.span 𝕜 {w}, x ≠ 0 ∧
      ∀ y ∈ U, y ≠ 0 → rayleigh T x < rayleigh T y := by
  have key : ∃ x ∈ U ⊔ Submodule.span 𝕜 {w}, x ≠ 0 ∧ rayleigh T x < rayleigh T u := by
    -- otherwise `u` would still be a minimiser over the enlarged space
    by_contra hcon
    have hmin : IsRitzMinimiser T (U ⊔ Submodule.span 𝕜 {w}) u := by
      refine ⟨Submodule.mem_sup_left hu.mem, hu.ne_zero, fun x hx hx0 => ?_⟩
      by_contra hlt
      exact hcon ⟨x, hx, hx0, not_le.mp hlt⟩
    exact hw (ritz_galerkin hT hmin w
      (Submodule.mem_sup_right (Submodule.mem_span_singleton_self w)))
  obtain ⟨x, hx, hx0, hlt⟩ := key
  exact ⟨x, hx, hx0, fun y hy hy0 => lt_of_lt_of_le hlt (hu.minimal y hy hy0)⟩

/-- If the residual of a minimiser over `U` is nonzero, the space spanned by `U` and the
residual contains a nonzero vector whose Rayleigh quotient is below that of every nonzero
vector of `U`. -/
theorem exists_lower_of_residual_ne_zero {T : E →ₗ[𝕜] E} (hT : T.IsSymmetric)
    {U : Submodule 𝕜 E} {u : E} (hu : IsRitzMinimiser T U u) (hr : ritzResidual T u ≠ 0) :
    ∃ x ∈ U ⊔ Submodule.span 𝕜 {ritzResidual T u}, x ≠ 0 ∧
      ∀ y ∈ U, y ≠ 0 → rayleigh T x < rayleigh T y :=
  exists_lower_of_not_orthogonal hT hu (fun h => hr (inner_self_eq_zero.mp h))

/-- The state space of a real three-level model. -/
abbrev E3 := EuclideanSpace ℝ (Fin 3)

/-- The first basis state of the model. -/
def e0 : E3 := !₂[1, 0, 0]

/-- The second basis state of the model. -/
def e1 : E3 := !₂[0, 1, 0]

/-- The third basis state of the model. -/
def e2 : E3 := !₂[0, 0, 1]

/-- The model Hamiltonian, which exchanges the first and third amplitudes and keeps the
second. -/
def modelH : E3 →ₗ[ℝ] E3 where
  toFun x := !₂[x 2, x 1, x 0]
  map_add' := by
    intro x y
    ext i
    fin_cases i <;> simp
  map_smul' := by
    intro c x
    ext i
    fin_cases i <;> simp

/-- The model trial space: states whose third amplitude vanishes. -/
def modelU : Submodule ℝ E3 where
  carrier := {x | x 2 = 0}
  add_mem' := by
    intro a b ha hb
    have ha' : a 2 = 0 := ha
    have hb' : b 2 = 0 := hb
    show (a + b) 2 = 0
    simp [ha', hb']
  zero_mem' := by
    show (0 : E3) 2 = 0
    simp
  smul_mem' := by
    intro c a ha
    have ha' : a 2 = 0 := ha
    show (c • a) 2 = 0
    simp [ha']

/-- The model Hamiltonian is symmetric, and `e0` minimises its Rayleigh quotient over the
trial space with value zero and residual `e2`. -/
theorem ritz_galerkin_witness :
    modelH.IsSymmetric ∧ IsRitzMinimiser modelH modelU e0 ∧ rayleigh modelH e0 = 0 ∧
      ritzResidual modelH e0 = e2 := by
  have hin : ∀ x y : E3, ⟪x, modelH y⟫_ℝ = x 0 * y 2 + x 1 * y 1 + x 2 * y 0 := by
    intro x y
    have e : modelH y = !₂[y 2, y 1, y 0] := rfl
    rw [e]
    simp [PiLp.inner_apply, Fin.sum_univ_three]
    ring
  have hR0 : rayleigh modelH e0 = 0 := by
    unfold rayleigh
    rw [hin]
    simp [e0]
  have hH : modelH e0 = e2 := by
    ext i
    fin_cases i <;> rfl
  refine ⟨?_, ⟨?_, ?_, ?_⟩, hR0, ?_⟩
  · intro x y
    rw [real_inner_comm, hin, hin]
    ring
  · show e0 2 = 0
    simp [e0]
  · intro h
    have h0 := congrArg (fun x : E3 => x 0) h
    simp [e0] at h0
  · -- on the trial space the expectation value is the square of the second amplitude
    intro x hx _
    have hx2 : x 2 = 0 := hx
    rw [hR0]
    unfold rayleigh
    rw [hin, hx2]
    refine div_nonneg ?_ (sq_nonneg _)
    simp only [RCLike.re_to_real]
    nlinarith [mul_self_nonneg (x 1)]
  · unfold ritzResidual
    rw [hR0, hH, RCLike.ofReal_zero, zero_smul, sub_zero]

/-- In the model, `e1` is a nonzero vector of the trial space whose residual is orthogonal to
the trial space, and it does not minimise the Rayleigh quotient there. -/
theorem galerkin_not_sufficient :
    e1 ∈ modelU ∧ e1 ≠ 0 ∧ (∀ v ∈ modelU, ⟪v, ritzResidual modelH e1⟫_ℝ = 0) ∧
      ¬ IsRitzMinimiser modelH modelU e1 := by
  obtain ⟨_, hmin, hR0, _⟩ := ritz_galerkin_witness
  have hmem : e1 ∈ modelU := by
    show e1 2 = 0
    simp [e1]
  have hne : e1 ≠ 0 := by
    intro h
    have h1 := congrArg (fun x : E3 => x 1) h
    simp [e1] at h1
  have hH : modelH e1 = e1 := by
    ext i
    fin_cases i <;> first | rfl | simp [modelH, e1]
  have hR1 : rayleigh modelH e1 = 1 := by
    refine rayleigh_eq_of_galerkin hmem hne (fun v _ => ?_)
    rw [hH, RCLike.ofReal_one, one_smul, sub_self, inner_zero_right]
  refine ⟨hmem, hne, ?_, ?_⟩
  · intro v _
    unfold ritzResidual
    rw [hR1, hH, RCLike.ofReal_one, one_smul, sub_self, inner_zero_right]
  · -- `e0` has the lower Rayleigh quotient
    intro h
    have hle := h.minimal e0 hmin.mem hmin.ne_zero
    rw [hR1, hR0] at hle
    linarith

end

end RitzGalerkin
```

```lean
#print axioms RitzGalerkin.ritz_galerkin
-- 'RitzGalerkin.ritz_galerkin' depends on axioms: [propext, Classical.choice, Quot.sound]
#print axioms RitzGalerkin.eigenvector_of_invariant
-- 'RitzGalerkin.eigenvector_of_invariant' depends on axioms: [propext, Classical.choice, Quot.sound]
#print axioms RitzGalerkin.exists_lower_of_residual_ne_zero
-- 'RitzGalerkin.exists_lower_of_residual_ne_zero' depends on axioms: [propext, Classical.choice, Quot.sound]
#print axioms RitzGalerkin.galerkin_not_sufficient
-- 'RitzGalerkin.galerkin_not_sufficient' depends on axioms: [propext, Classical.choice, Quot.sound]
```

### How the proof follows the derivation

`energy_expansion` is step 1, with `h` equating the cross terms. `linear_coeff_eq_zero` is step 2: `h1` is the hypothesis at `-(b * s)` and `h3` is $s b^2 (2 - sc) > 0$. In `orthogonal_of_nonneg_of_zero`, `hre` removes the real part, and its use on `⟪v, S u⟫_𝕜 • v` removes the imaginary part. `shift_isSymmetric` and `shift_energy` supply the two properties of $T - \mu$. The theorem `ritz_galerkin` reads: for symmetric $T$ and a minimiser $u$ over $U$, the residual is orthogonal to every $v \in U$. Its `hpos` and `hzero` are step 4.

### Consequences proved in the file

`rayleigh_eq_of_galerkin` needs no symmetry: if $u \in U$ is nonzero and $Tu - \mu u \perp U$ for a real $\mu$, the choice $v = u$ gives $\mu = R(u)$. The next three theorems assume that $T$ is symmetric and that $u$ is a minimiser over $U$; the docstrings of the last two leave the symmetry unsaid. `eigenvector_of_invariant` adds $TU \subseteq U$; then $r \in U$, so $\langle r, r\rangle = 0$ and $Tu = R(u)u$.

`exists_lower_of_not_orthogonal` treats the enlarged space $U + \operatorname{span}\{w\}$, written `U ⊔ Submodule.span 𝕜 {w}`. If $\langle w, r\rangle \ne 0$, it contains a nonzero $x$ with $R(x) < R(y)$ for every nonzero $y \in U$. Otherwise $u$ would minimise over the larger space, and `ritz_galerkin` would force $\langle w, r\rangle = 0$. `exists_lower_of_residual_ne_zero` is the case $w = r \ne 0$. Both give a strict decrease without bounding its size.

The real three-level model has $H(x_0, x_1, x_2) = (x_2, x_1, x_0)$ and $U = \{x_2 = 0\}$. On $U$, $\langle x, Hx\rangle = x_1^2 \ge 0$, so `ritz_galerkin_witness` finds that $e_0$ minimises with $R = 0$ and residual $e_2$: the minimiser is not an eigenvector. In `galerkin_not_sufficient`, $He_1 = e_1$ gives $R(e_1) = 1$ and zero residual, yet $R(e_0) = 0$ is lower, so the converse fails.

### Remarks

The file proves neither of the next two points. For a linear trial space with a finite basis $\varphi_i$ and $u = \sum_j c_j \varphi_j$, the condition is the secular equation $\sum_j \left(\langle \varphi_i, T\varphi_j\rangle - R(u)\langle \varphi_i, \varphi_j\rangle\right) c_j = 0$ for every $i$, as in a linear variational calculation such as configuration interaction. Every root satisfies it, and `ritz_galerkin` derives it for the lowest. Symmetry cannot be dropped: for the quarter-turn rotation $T$ of $U = E = \mathbb R^2$, $R \equiv 0$, so every nonzero $u$ minimises, while $r = Tu$ has $\langle r, r\rangle = \|u\|^2 \ne 0$.
